# An energy level of a finite matrix $H_0+tV$ that is rational in $t$ is linear in $t$

Suppose a Padé approximant reproduces every computed coefficient of a perturbation series, and is therefore taken for the exact energy as a function of the coupling. For a level of a finite matrix $H_0+tV$ with a non-zero second-order energy, that identification is always wrong: some higher coefficient disagrees, however many have matched.

The precise statement is this. Let $H_0$ and $V$ be complex square matrices and let $E=\sum_k E_k t^k$ be a formal power series with $\det(E-H_0-tV)=0$. If $qE=p$ for polynomials $p,q$ in $t$ with $q\neq0$, then $E_k=0$ for all $k\ge2$. For Møller–Plesset series in a finite basis, where $H_0+tV$ is a finite matrix, a Padé approximant can thus be accurate at a given coupling, but it is the exact level as a function of $t$ only if that level is a straight line.

## Finitely many states

Physically, the Hamiltonian acts on a finite basis of $N$ states. Neither matrix need be Hermitian or diagonalisable, and $H_0$ may be degenerate. The derivation uses finiteness through the homogeneous determinant

$$D(x,y,z)=\det(x-yH_0-zV),$$

which satisfies $D(cx,cy,cz)=c^N D(x,y,z)$ and $D(x,0,0)=x^N$.

In Lean the states are indexed by a finite type `n`, so $N$ is `Fintype.card n`, and $D$ is `pencil`. Its argument `ι` carries the complex matrix entries into the ring where $x,y,z$ live: numbers, polynomials or power series.

```lean
import Mathlib

open Polynomial Matrix

namespace PadeExactness

noncomputable section

variable {n : Type*} [Fintype n] [DecidableEq n]
variable {R S : Type*} [CommRing R] [CommRing S]

/-- The homogeneous secular determinant `det (x - y H₀ - z V)`, with the complex matrices
`H₀` and `V` read over a commutative ring `R` through `ι`. -/
def pencil (ι : ℂ →+* R) (H₀ V : Matrix n n ℂ) (x y z : R) : R :=
  (x • (1 : Matrix n n R) - y • H₀.map ι - z • V.map ι).det
```

With infinitely many states the conclusion can fail. The harmonic oscillator with perturbation $tx$, in units $\hbar=m=\omega=1$, has levels $j+\tfrac12-\tfrac12t^2$, which are polynomials of degree two; this is a textbook comparison and is not treated by the theorems below.

## The series solves the secular equation

The condition $D(E,1,t)=0$ says that $E$ is a level, order by order in $t$. Convergence is not required. That a Rayleigh–Schrödinger series satisfies this equation is taken as input here, not derived from the perturbation recursion.

```lean
/-- The formal power series `E` in the coupling `t` solves the secular equation
`det (E - H₀ - t V) = 0`. -/
def IsFormalLevel (H₀ V : Matrix n n ℂ) (E : PowerSeries ℂ) : Prop :=
  (E • (1 : Matrix n n (PowerSeries ℂ)) - H₀.map (PowerSeries.C : ℂ →+* PowerSeries ℂ)
    - (PowerSeries.X : PowerSeries ℂ) • V.map (PowerSeries.C : ℂ →+* PowerSeries ℂ)).det = 0
```

By hand, the condition is used by multiplying it by $q^N$:

$$0=q^N D(E,1,t)=D(qE,q,tq)=D(p,q,tq).$$

The right-hand side contains only polynomials. Since a polynomial that vanishes as a power series is the zero polynomial, the equation holds among polynomials and can be evaluated at any complex $t$, which a formal series does not allow.

Four lemmas support this. `pencil_map` moves the determinant between rings, `pencil_smul` is the scaling rule, `pencil_zero` is $D(x,0,0)=x^N$, and `pencil_eval` evaluates at a number.

```lean
lemma pencil_map (ι : ℂ →+* R) (f : R →+* S) (H₀ V : Matrix n n ℂ) (x y z : R) :
    f (pencil ι H₀ V x y z) = pencil (f.comp ι) H₀ V (f x) (f y) (f z) := by
  unfold pencil
  rw [RingHom.map_det]
  congr 1
  ext i j
  by_cases h : i = j <;> simp [h]

/-- Rescaling all three arguments by `c` multiplies the secular determinant by `c` to the
power of the dimension. -/
lemma pencil_smul (ι : ℂ →+* R) (H₀ V : Matrix n n ℂ) (c x y z : R) :
    pencil ι H₀ V (c * x) (c * y) (c * z) = c ^ Fintype.card n * pencil ι H₀ V x y z := by
  unfold pencil
  rw [← Matrix.det_smul]
  congr 1
  simp only [smul_sub, smul_smul]

lemma pencil_zero (ι : ℂ →+* R) (H₀ V : Matrix n n ℂ) (x : R) :
    pencil ι H₀ V x 0 0 = x ^ Fintype.card n := by
  simp [pencil]

lemma pencil_eval (H₀ V : Matrix n n ℂ) (x y z : ℂ[X]) (s : ℂ) :
    (pencil C H₀ V x y z).eval s
      = pencil (RingHom.id ℂ) H₀ V (x.eval s) (y.eval s) (z.eval s) := by
  have h := pencil_map C (evalRingHom s) H₀ V x y z
  have hc : (evalRingHom s).comp C = RingHom.id ℂ := RingHom.ext fun c => by simp
  rw [hc] at h
  simpa only [coe_evalRingHom] using h
```

Without the secular equation, $E=1/(1-t)$ is a rational series whose coefficients all equal one.

## A quotient with a non-zero denominator

The equation $qE=p$ says that $E$ is the rational function $p/q$, as it would be if a Padé approximant were exact. The condition $q\ne0$ gives it content: with $p=q=0$ every series would qualify, including those of levels that are not rational.

The denominator turns out to be spurious. If $q$ is constant, it divides $p$. Otherwise $q$ has a complex root $z$, and setting $t=z$ in $D(p,q,tq)=0$ gives

$$D(p(z),0,0)=p(z)^N=0,$$

so $p(z)=0$. Write $p=(t-z)p'$ and $q=(t-z)q'$. Scaling gives $(t-z)^N D(p',q',tq')=0$, and cancelling the prefactor leaves the same equation with a denominator of lower degree. Repeating this shows that $p=qe$ for some polynomial $e$. In physical terms, a level of a finite matrix cannot diverge at a finite coupling.

`denominator_dvd` is this argument by induction on the degree of $q$. `IsAlgClosed.exists_root` supplies $z$, and the induction hypothesis `ih` is applied to $p'$ and $q'$.

```lean
/-- If the rational function `p / q` of the coupling solves the secular equation, then `q`
divides `p`. -/
theorem denominator_dvd (H₀ V : Matrix n n ℂ) (p q : ℂ[X]) (hq : q ≠ 0)
    (h : pencil C H₀ V p q (X * q) = 0) : q ∣ p := by
  induction hd : q.natDegree generalizing p q with
  | zero =>
    obtain ⟨c, rfl⟩ : ∃ c, q = C c := ⟨_, eq_C_of_natDegree_eq_zero hd⟩
    have hc : c ≠ 0 := by
      rintro rfl
      simp at hq
    exact ⟨C c⁻¹ * p, by rw [← mul_assoc, ← C_mul, mul_inv_cancel₀ hc, C_1, one_mul]⟩
  | succ d ih =>
    have hdeg : q.degree ≠ 0 := fun h0 => by
      have h1 : q.natDegree = 0 :=
        natDegree_eq_of_degree_eq_some (by simpa using h0)
      omega
    obtain ⟨z, hz⟩ := IsAlgClosed.exists_root q hdeg
    -- at a zero of the denominator the numerator vanishes too
    have hp : p.IsRoot z := by
      have h0 := congrArg (eval z) h
      rw [pencil_eval, eval_mul, hz.eq_zero, mul_zero, pencil_zero, eval_zero] at h0
      by_contra hne
      exact pow_ne_zero _ hne h0
    obtain ⟨q', rfl⟩ := dvd_iff_isRoot.mpr hz
    obtain ⟨p', rfl⟩ := dvd_iff_isRoot.mpr hp
    have hl : (X - C z : ℂ[X]) ≠ 0 := X_sub_C_ne_zero z
    have hq' : q' ≠ 0 := right_ne_zero_of_mul hq
    rw [natDegree_mul hl hq', natDegree_X_sub_C] at hd
    rw [mul_left_comm X (X - C z) q', pencil_smul] at h
    exact mul_dvd_mul_left _ (ih p' q' hq'
      ((mul_eq_zero.mp h).resolve_left (pow_ne_zero _ hl)) (by omega))
```

## A coupling that enters to the first power

The perturbation is $tV$ with a fixed matrix $V$. This limits how fast a level can grow at strong coupling.

Cancelling $q^N$ from $D(qe,q,tq)=0$ gives $D(e,1,t)=0$. Suppose $e$ has degree $m\ge2$. Put $t=1/s$ and scale by $s^m$:

$$D\bigl(s^m e(1/s),\,s^m,\,s^{m-1}\bigr)=0\qquad(s\ne0).$$

The left side is a polynomial in $s$, so it vanishes at $s=0$ too. There the first argument becomes the leading coefficient $e_m$ and the other two vanish, so $e_m^N=0$, which contradicts $e_m\neq0$. Hence $e=a+bt$.

In `polynomial_level_degree`, $m$ is written `k + 2` and $s^m e(1/s)$ is `e.reverse`. The extra factor `X` in `hQ` makes the case $s=0$ trivial; it is cancelled before setting $s=0$.

```lean
/-- A level that is a polynomial in the coupling has degree at most one. -/
theorem polynomial_level_degree (H₀ V : Matrix n n ℂ) (e : ℂ[X])
    (h : pencil C H₀ V e 1 X = 0) : e.natDegree ≤ 1 := by
  by_contra hm
  obtain ⟨k, hk⟩ : ∃ k, e.natDegree = k + 2 := ⟨e.natDegree - 2, by omega⟩
  -- pass to strong coupling, `t = 1 / s`
  have hQ : X * pencil C H₀ V e.reverse (X ^ (k + 2)) (X ^ (k + 1)) = 0 := by
    refine Polynomial.funext fun s => ?_
    by_cases hs : s = 0
    · simp [hs]
    have h1 : s ^ (k + 2) * eval s⁻¹ e = eval s e.reverse := by
      let _ := invertibleOfNonzero (inv_ne_zero hs)
      have h3 : eval s e.reverse * s⁻¹ ^ (k + 2) = eval s⁻¹ e := by
        have h4 := eval₂_reverse_mul_pow (RingHom.id ℂ) s⁻¹ e
        rw [invOf_eq_inv, inv_inv, hk] at h4
        exact h4
      rw [← h3, mul_left_comm, ← mul_pow, mul_inv_cancel₀ hs, one_pow, mul_one]
    have h2 := congrArg (eval s⁻¹) h
    rw [pencil_eval, eval_one, eval_X, eval_zero] at h2
    have h5 := pencil_smul (RingHom.id ℂ) H₀ V (s ^ (k + 2)) (eval s⁻¹ e) 1 s⁻¹
    have h6 : s ^ (k + 2) * s⁻¹ = s ^ (k + 1) :=
      ((eq_mul_inv_iff_mul_eq₀ hs).mpr (pow_succ s (k + 1)).symm).symm
    rw [h2, mul_zero, h1, mul_one, h6] at h5
    rw [eval_mul, pencil_eval]
    simp only [eval_pow, eval_X, h5, mul_zero, eval_zero]
  have h0 := congrArg (eval 0) ((mul_eq_zero.mp hQ).resolve_left X_ne_zero)
  have z1 : (0 : ℂ) ^ (k + 2) = 0 := zero_pow (by omega)
  have z2 : (0 : ℂ) ^ (k + 1) = 0 := zero_pow (by omega)
  rw [pencil_eval] at h0
  simp only [eval_pow, eval_X, z1, z2, eval_zero] at h0
  rw [pencil_zero, ← coeff_zero_eq_eval_zero, coeff_zero_reverse] at h0
  have he : e ≠ 0 := by
    rintro rfl
    simp at hk
  exact pow_ne_zero _ (leadingCoeff_ne_zero.mpr he) h0
```

For a linear level the same substitution, scaled by $s$, gives $D(as+b,s,1)=0$. At $s=0$ this reads $\det(b-V)=0$: the slope is an eigenvalue of $V$.

```lean
/-- The slope of a level linear in the coupling is an eigenvalue of the perturbation. -/
theorem slope_eigenvalue (H₀ V : Matrix n n ℂ) (a b : ℂ)
    (h : pencil C H₀ V (C b * X + C a) 1 X = 0) :
    (b • (1 : Matrix n n ℂ) - V).det = 0 := by
  have hQ : X * pencil C H₀ V (C a * X + C b) X 1 = 0 := by
    refine Polynomial.funext fun s => ?_
    by_cases hs : s = 0
    · simp [hs]
    have h2 := congrArg (eval s⁻¹) h
    rw [pencil_eval] at h2
    simp only [eval_add, eval_mul, eval_C, eval_X, eval_one, eval_zero] at h2
    have h5 := pencil_smul (RingHom.id ℂ) H₀ V s (b * s⁻¹ + a) 1 s⁻¹
    have h6 : s * (b * s⁻¹ + a) = a * s + b := by
      rw [mul_add, mul_left_comm, mul_inv_cancel₀ hs]
      ring
    rw [h2, mul_zero, h6, mul_one, mul_inv_cancel₀ hs] at h5
    rw [eval_mul, pencil_eval]
    simp only [eval_add, eval_mul, eval_C, eval_X, eval_one, h5, mul_zero, eval_zero]
  have h0 := congrArg (eval 0) ((mul_eq_zero.mp hQ).resolve_left X_ne_zero)
  rw [pencil_eval] at h0
  simpa [pencil] using h0
```

If the coupling entered as $t^2V$, the $1\times1$ case $H_0=0$, $V=1$ would already have the level $t^2$.

## The conclusion for functions and for series

`rational_level_linear` combines these steps. It also states that $a+bt$ is an eigenvalue of $H_0+tV$ at every complex $t$, obtained by evaluating $D(a+bt,1,t)=0$. In the code the line appears as `C b * X + C a`.

```lean
/-- A rational function `p / q` of the coupling that solves the secular equation equals
`a + b t`, where `a + b t` is an eigenvalue of `H₀ + t V` for every complex `t` and `b` is an
eigenvalue of `V`. -/
theorem rational_level_linear (H₀ V : Matrix n n ℂ) (p q : ℂ[X]) (hq : q ≠ 0)
    (h : pencil C H₀ V p q (X * q) = 0) :
    ∃ a b : ℂ, p = q * (C b * X + C a) ∧
      (∀ t : ℂ, ((b * t + a) • (1 : Matrix n n ℂ) - H₀ - t • V).det = 0) ∧
      (b • (1 : Matrix n n ℂ) - V).det = 0 := by
  obtain ⟨e, rfl⟩ := denominator_dvd H₀ V p q hq h
  have h1 := pencil_smul C H₀ V q e 1 X
  rw [mul_one, mul_comm q X, h] at h1
  have h2 := (mul_eq_zero.mp h1.symm).resolve_left (pow_ne_zero _ hq)
  obtain ⟨b, a, rfl⟩ :=
    exists_eq_X_add_C_of_natDegree_le_one (polynomial_level_degree H₀ V e h2)
  refine ⟨a, b, rfl, fun t => ?_, slope_eigenvalue H₀ V a b h2⟩
  have h3 := congrArg (eval t) h2
  rw [pencil_eval] at h3
  simpa [pencil] using h3
```

For the formal series, the proof first clears the denominator with `pencil_smul` and transfers the result to polynomials with `pencil_map`. The previous theorem then gives $qE=q(a+bt)$. Power series over $\mathbb C$ have no zero divisors, so $E=a+bt$, and every coefficient from order two on is zero.

```lean
/-- If a formal level `E` satisfies `q E = p` with polynomials `p` and `q ≠ 0`, all its coefficients
of order two and higher vanish. -/
theorem pade_exact_only_first_order (H₀ V : Matrix n n ℂ) (E : PowerSeries ℂ)
    (hE : IsFormalLevel H₀ V E) (p q : ℂ[X]) (hq : q ≠ 0)
    (hp : (q : PowerSeries ℂ) * E = (p : PowerSeries ℂ)) :
    ∀ k, 2 ≤ k → PowerSeries.coeff k E = 0 := by
  -- clear the denominator in the secular equation
  have h1 := pencil_smul PowerSeries.C H₀ V (q : PowerSeries ℂ) E 1 PowerSeries.X
  have h2 : pencil PowerSeries.C H₀ V E 1 PowerSeries.X = 0 := by
    unfold pencil
    rw [one_smul]
    exact hE
  rw [h2, mul_zero, hp, mul_one, mul_comm (q : PowerSeries ℂ) PowerSeries.X] at h1
  have hm := pencil_map C (coeToPowerSeries.ringHom (R := ℂ)) H₀ V p q (X * q)
  have hc : (coeToPowerSeries.ringHom (R := ℂ)).comp C = PowerSeries.C :=
    RingHom.ext fun c => by simp
  rw [hc] at hm
  simp only [coeToPowerSeries.ringHom_apply, Polynomial.coe_mul, Polynomial.coe_X] at hm
  rw [h1] at hm
  obtain ⟨a, b, hab, -, -⟩ :=
    rational_level_linear H₀ V p q hq (Polynomial.coe_eq_zero_iff.mp hm)
  have hq' : (q : PowerSeries ℂ) ≠ 0 := fun h0 => hq (Polynomial.coe_eq_zero_iff.mp h0)
  have hlin : E = ((C b * X + C a : ℂ[X]) : PowerSeries ℂ) := by
    apply mul_left_cancel₀ hq'
    rw [hp, hab, Polynomial.coe_mul]
  intro k hk
  rw [hlin, Polynomial.coeff_coe]
  exact coeff_eq_zero_of_natDegree_lt (lt_of_le_of_lt natDegree_linear_le (by omega))
```

## Straight levels, and two coupled states

The smallest case with a level is $N=1$, where $E=H_0+tV$ is linear from the start. For $N=0$ the determinant is $1$, so no series satisfies the secular equation.

In any dimension $N\ge1$, a common eigenvector of $H_0$ and $V$ with eigenvalues $a$ and $b$ gives the level $a+bt$, so all the hypotheses can be satisfied, with $q=1$. The proof reads the eigenvector as a vector of constant power series; it is non-zero and is annihilated by $E-H_0-tV$, so the determinant vanishes.

```lean
/-- A common eigenvector of `H₀` and `V`, with eigenvalues `a` and `b`, gives the formal
level `a + b t`. -/
theorem common_eigenvector_level (H₀ V : Matrix n n ℂ) (v : n → ℂ) (a b : ℂ) (hv : v ≠ 0)
    (hH : H₀ *ᵥ v = a • v) (hV : V *ᵥ v = b • v) :
    IsFormalLevel H₀ V (PowerSeries.C b * PowerSeries.X + PowerSeries.C a) := by
  unfold IsFormalLevel
  refine Matrix.exists_mulVec_eq_zero_iff.mp
    ⟨(PowerSeries.C : ℂ →+* PowerSeries ℂ) ∘ v, fun h0 => hv ?_, ?_⟩
  · funext i
    have hi := congrArg (PowerSeries.constantCoeff (R := ℂ)) (congrFun h0 i)
    simpa using hi
  · funext i
    rw [Matrix.sub_mulVec, Matrix.sub_mulVec, Matrix.smul_mulVec, Matrix.smul_mulVec,
      Matrix.one_mulVec]
    simp only [Pi.sub_apply, Pi.smul_apply, smul_eq_mul, Pi.zero_apply]
    rw [← RingHom.map_mulVec, ← RingHom.map_mulVec, hH, hV]
    simp only [Function.comp_apply, Pi.smul_apply, smul_eq_mul, map_mul]
    ring
```

Now take two states at energies $0$ and $1$ coupled by $t$. The secular equation is $E(E-1)=t^2$, and the lower level is

$$E=\frac{1-\sqrt{1+4t^2}}2=-t^2+t^4-2t^6+\cdots$$

The approximant $-t^2/(1+t^2)=-t^2+t^4-t^6+\cdots$ matches through order five and fails at order six. At $t=\tfrac12$ it gives $-0.2$, while the level is $-0.2071$. The denominator argument detects the failure directly: at the root $t=i$ of $q=1+t^2$, the numerator $p=-t^2$ equals $1$, not $0$.

`two_level_not_rational` excludes every quotient $p/q$ for this system. By the previous results a rational solution would be $a+bt$ with

$$(a+bt)(a+bt-1)=t^2$$

for all $t$. The values $t=0,1,-1$ give $a(a-1)=0$, $b^2=1$ and $b(2a-1)=0$. The last two force $a=\tfrac12$, which contradicts the first. In Lean, `linear_combination` derives these three equations and combines them into $1=0$.

```lean
/-- For two levels at energies `0` and `1` coupled by `t`, no rational function `p / q` of
the coupling solves the secular equation. -/
theorem two_level_not_rational (p q : ℂ[X]) (hq : q ≠ 0) :
    pencil C !![0, 0; 0, 1] !![0, 1; 1, 0] p q (X * q) ≠ 0 := by
  intro h
  obtain ⟨a, b, -, ht, -⟩ := rational_level_linear _ _ p q hq h
  have key : ∀ t : ℂ, (b * t + a) * (b * t + a - 1) - t * t = 0 := by
    intro t
    have h1 := ht t
    rw [Matrix.det_fin_two] at h1
    simp at h1
    linear_combination h1
  -- compare the couplings `0`, `1` and `-1`
  have h0 : a * (a - 1) = 0 := by linear_combination key 0
  have hb : b ^ 2 = 1 := by linear_combination (key 1 + key (-1)) / 2 - h0
  have hd : b * (2 * a - 1) = 0 := by linear_combination (key 1 - key (-1)) / 2
  have : (1 : ℂ) = 0 := by
    linear_combination b * (2 * a - 1) * hd - 4 * b ^ 2 * h0 - hb
  exact one_ne_zero this

end

end PadeExactness
```

```lean
#print axioms PadeExactness.pade_exact_only_first_order
#print axioms PadeExactness.common_eigenvector_level
#print axioms PadeExactness.two_level_not_rational
```

```
'PadeExactness.pade_exact_only_first_order' depends on axioms: [propext, Classical.choice, Quot.sound]
'PadeExactness.common_eigenvector_level' depends on axioms: [propext, Classical.choice, Quot.sound]
'PadeExactness.two_level_not_rational' depends on axioms: [propext, Classical.choice, Quot.sound]
```
